# For a positive semidefinite matrix over old and added excitations, the added block stays positive semidefinite when screened through the old block A by (1 + A)⁻¹

The theorem `screenedBlock_posSemidef` takes a real symmetric positive semidefinite matrix `M` indexed by two finite sets of excitations, those already present and those added, with blocks A (old–old), B (old–added), C (added–old) and D (added–added). It states that the screened block D − C(1 + A)⁻¹B and the subtracted screening term C(1 + A)⁻¹B are both positive semidefinite. The proof adds the identity on the old excitations to `M`, which keeps it positive semidefinite, and reads off the screened block as a Schur complement. The screening term is handled by sandwiching the positive definite inverse (1 + A)⁻¹ between B and its conjugate transpose, which equals C.

Lean 4 with Mathlib refuses this proof:

```lean
import Mathlib

open Matrix MeasureTheory

namespace RPABasisExtrapolation

noncomputable section

variable {m n : Type*} [Fintype m] [DecidableEq m] [Fintype n] [DecidableEq n]

/-- The block of added excitations, screened by the excitations already present. -/
def screenedBlock (M : Matrix (m ⊕ n) (m ⊕ n) ℝ) : Matrix n n ℝ :=
  M.toBlocks₂₂ - M.toBlocks₂₁ * (1 + M.toBlocks₁₁)⁻¹ * M.toBlocks₁₂

/-- If `M` is positive semidefinite, so are the screened block of added excitations and the
screening term subtracted in it. -/
theorem screenedBlock_posSemidef {M : Matrix (m ⊕ n) (m ⊕ n) ℝ} (hM : M.PosSemidef) :
    (screenedBlock M).PosSemidef ∧
      (M.toBlocks₂₁ * (1 + M.toBlocks₁₁)⁻¹ * M.toBlocks₁₂).PosSemidef := by
  have hA : (1 + M.toBlocks₁₁).PosDef :=
    Matrix.PosDef.one.add_posSemidef (hM.submatrix Sum.inl)
  have hs : M.toBlocks₁₂ᴴ = M.toBlocks₂₁ := by
    ext i j
    exact hM.isHermitian.apply (Sum.inr i) (Sum.inl j)
  letI := hA.isUnit.invertible
  -- adding the identity on the old excitations only keeps `M` positive semidefinite
  have hP : (fromBlocks (1 : Matrix m m ℝ) 0 0 (0 : Matrix n n ℝ)).PosSemidef := by
    simpa [fromBlocks_conjTranspose, fromBlocks_multiply] using
      posSemidef_conjTranspose_mul_self (fromBlocks (1 : Matrix m m ℝ) 0 0 (0 : Matrix n n ℝ))
  have e : fromBlocks (1 + M.toBlocks₁₁) M.toBlocks₁₂ M.toBlocks₁₂ᴴ M.toBlocks₂₂
      = fromBlocks 1 0 0 0 + M := by
    conv_rhs => rw [← fromBlocks_toBlocks M]
    rw [fromBlocks_add, hs]
    simp
  have hN := hP.add hM
  rw [← e] at hN
  unfold screenedBlock
  rw [← hs]
  refine ⟨?_, hA.inv.posSemidef.conjTranspose_mul_mul_same _⟩
  first
    | exact (Matrix.PosDef.fromBlocks₁₁ _ _ hA).1 hN
    | exact (Matrix.PosSemidef.fromBlocks₁₁ _ _ hA).1 hN

end

end RPABasisExtrapolation
```

The error:

```
Main.lean:25:2: warning: Try this: 
  letI̵

The goal is a proposition, so `let` is preferred over `letI`.
The difference between `let` and `letI` is that `letI` inlines the value.
But this is not relevant for proofs because of proof irrelevance.

Note: This linter can be disabled with `set_option linter.style.haveILetI false`
Main.lean:28:4: error: Type mismatch: After simplification, term
  posSemidef_conjTranspose_mul_self (fromBlocks 1 0 0 0)
 has type
  ((fromBlocks 1 0 0 0)ᵀ * fromBlocks 1 0 0 0).PosSemidef
but is expected to have type
  (fromBlocks 1 0 0 0).PosSemidef
```

Lean accepts the file once it reads:

```diff
@@ -23,9 +23,11 @@
     ext i j
     exact hM.isHermitian.apply (Sum.inr i) (Sum.inl j)
-  letI := hA.isUnit.invertible
+  let := hA.isUnit.invertible
   -- adding the identity on the old excitations only keeps `M` positive semidefinite
   have hP : (fromBlocks (1 : Matrix m m ℝ) 0 0 (0 : Matrix n n ℝ)).PosSemidef := by
-    simpa [fromBlocks_conjTranspose, fromBlocks_multiply] using
-      posSemidef_conjTranspose_mul_self (fromBlocks (1 : Matrix m m ℝ) 0 0 (0 : Matrix n n ℝ))
+    have h := posSemidef_conjTranspose_mul_self
+      (fromBlocks (1 : Matrix m m ℝ) 0 0 (0 : Matrix n n ℝ))
+    rw [fromBlocks_conjTranspose, fromBlocks_multiply] at h
+    simpa using h
   have e : fromBlocks (1 + M.toBlocks₁₁) M.toBlocks₁₂ M.toBlocks₁₂ᴴ M.toBlocks₂₂
       = fromBlocks 1 0 0 0 + M := by
@@ -38,7 +40,5 @@
   rw [← hs]
   refine ⟨?_, hA.inv.posSemidef.conjTranspose_mul_mul_same _⟩
-  first
-    | exact (Matrix.PosDef.fromBlocks₁₁ _ _ hA).1 hN
-    | exact (Matrix.PosSemidef.fromBlocks₁₁ _ _ hA).1 hN
+  exact (Matrix.PosDef.fromBlocks₁₁ _ _ hA).1 hN
 
 end
```

Cause. The error is in `hP`, which says that the matrix with the identity on the old excitations and zeros elsewhere is positive semidefinite. The attempt gets this from the product of the matrix's conjugate transpose with itself, which should simplify to the matrix. But the entries are real, and `simpa` turned the conjugate transpose `ᴴ` into a plain transpose `ᵀ`, as the message shows. `fromBlocks_conjTranspose` then no longer applied, and with the transpose left unexpanded `fromBlocks_multiply` could not multiply out the blocks.

The repair fixes the order: `rw` expands the conjugate transpose and then the product while `ᴴ` is still there, and `simpa` only has to simplify the resulting blocks.

The other two changes are tidying. Replacing `letI` by `let` follows a style warning, which did not stop the proof. Replacing the `first` combinator by its first alternative removes a fallback that is not needed.
